# Finite Gaussian sums fall below every exponential tail, and a suitably scaled primitive touches the tail at R when a = (kR + n)/(2R²)

The extra electron of an anion is often weakly bound, and its orbital reaches far out from the nuclei. At large r it decays essentially as exp(-k r), where k is set by the binding energy I: in atomic units, k = √(2I). A Gaussian basis describes this orbital with functions that decay as exp(-a r²). How badly do they fail at large r, and which exponent a serves a chosen radius R?

Take the primitive p(r) = r^n exp(-a r²), with n = 0, 1, 2, …, and a contraction g(r) = Σ_i c_i r^(n_i) exp(-a_i r²) with finitely many terms. The quantity to study is the tail ratio, g(r) exp(k r). If every a_i is positive, it tends to 0. For a single primitive with k > 0, it has its strict maximum over r > 0 at R > 0 exactly when a = (kR + n)/(2R²). For n = 0 this is a = k/(2R).

## Every contraction loses to the tail

One term of the tail ratio, without its coefficient, is

r^n exp(-a r²) exp(k r) = r^n exp(-(a r - k) r).

Once r ≥ 0 and r ≥ (k + 1)/a, we have a r - k ≥ 1, so the term lies between 0 and r^n exp(-r), which tends to 0. A finite sum of such terms, each multiplied by its constant c_i, also tends to 0. Hence for any ε > 0 there is a radius beyond which |g(r)| exp(k r) < ε, that is,

|g(r)| < ε exp(-k r).

More functions or better coefficients can move this radius outwards but cannot remove it.

## Matching the slope at R

For r > 0 the logarithmic slope of the primitive is

p′(r)/p(r) = n/r - 2a r.

The tail has slope -k. The two agree at R when n/R - 2aR = -k, and multiplying by R gives 2aR² = kR + n, the stated exponent.

Now let Q(r) = r^n exp(k r - a r²) be the tail ratio of the primitive. Its derivative is

Q′(r) = (n/r - 2a r + k) Q(r).

If Q has a maximum at R > 0, then Q′(R) = 0. Since Q(R) > 0, the bracket vanishes and the slopes match.

For the converse, suppose that they match. From 1 + x ≤ exp x with x = (r - R)/R,

r = R(1 + (r - R)/R) ≤ R exp((r - R)/R).

For r ≥ 0 both sides can be raised to the power n:

r^n ≤ R^n exp(n(r - R)/R).

The total exponent is then

n(r - R)/R + k r - a r² = kR - aR² + (n/R + k - 2aR)(r - R) - a(r - R)².

The matching condition removes the linear term, which leaves

Q(r) ≤ Q(R) exp(-a(r - R)²).

As k > 0 makes a positive, the right side is below Q(R) whenever r ≠ R.

The result does not depend on normalisation, because a positive prefactor multiplies Q everywhere. With the prefactor 1/Q(R), the matched primitive equals the tail at R and lies below it at every other r > 0.

## The window covered by one Gaussian

For n = 0 no inequality was needed, so the bound is an equality:

Q(r)/Q(R) = exp(-k(r - R)²/(2R)).

For any η > 0, this is at least η exactly when

(r - R)² ≤ 2R ln(1/η)/k.

With k = 0.5 and R = 10 in atomic units, the exponent is 0.025, and the ratio stays above half its peak for |r - R| up to about 5.3.

As k → 0 at fixed R, the matched exponent k/(2R) goes to 0, so the matched Gaussian with n = 0 becomes ever more diffuse. At k = 0 itself the Gaussian becomes the constant 1, its ratio to the equally constant tail is flat, and the strict maximum is lost. The hypothesis k > 0 keeps this case out.

## Primitives, contractions and the tail ratio in Lean

```lean
import Mathlib

open Filter Topology

namespace GaussianAnionTail

noncomputable section
```

The radial variable is a real number, and statements about physical radii restrict it where necessary.

```lean
/-- The radial Gaussian primitive `r^n exp(-a r²)`. -/
def primitive (n : ℕ) (a r : ℝ) : ℝ := r ^ n * Real.exp (-a * r ^ 2)
```

The power `n` is a natural number, as for the factor r^l of a Gaussian with angular momentum l. The primitive is unnormalised and carries no angular function.

```lean
/-- A finite linear combination of radial Gaussian primitives. -/
def contraction {ι : Type*} (s : Finset ι) (c : ι → ℝ) (n : ι → ℕ) (a : ι → ℝ) (r : ℝ) : ℝ :=
  ∑ i ∈ s, c i * primitive (n i) (a i) r
```

The finite set `s` labels the terms, and `c`, `n` and `a` give each term its coefficient, power and exponent. Normalisation constants can be absorbed into `c`.

```lean
/-- The ratio of a radial function `g` to the exponential tail `exp(-k r)`. -/
def tailRatio (k : ℝ) (g : ℝ → ℝ) (r : ℝ) : ℝ := g r * Real.exp (k * r)
```

The tail is a pure exponential. The power of r that multiplies the exponential in a real orbital's asymptotic form is left out, and `k` is a given number, not derived from a Schrödinger equation.

## The limit and the eventual undershoot

```lean
/-- The ratio of any finite Gaussian contraction with positive exponents to an exponential tail
tends to 0 at infinity. -/
theorem contraction_tailRatio_tendsto {ι : Type*} (s : Finset ι) (c : ι → ℝ) (n : ι → ℕ)
    (a : ι → ℝ) (ha : ∀ i ∈ s, 0 < a i) (k : ℝ) :
    Tendsto (tailRatio k (contraction s c n a)) atTop (𝓝 0) := by
  -- the tail ratio of each primitive is eventually at most `r^n exp(-r)`
  have hp : ∀ i ∈ s, Tendsto (tailRatio k (primitive (n i) (a i))) atTop (𝓝 0) := by
    intro i hi
    refine squeeze_zero' ?_ ?_ (Real.tendsto_pow_mul_exp_neg_atTop_nhds_zero (n i))
    · filter_upwards [eventually_ge_atTop (0 : ℝ)] with r hr
      unfold tailRatio primitive
      positivity
    · filter_upwards [eventually_ge_atTop (0 : ℝ), eventually_ge_atTop ((k + 1) / a i)]
        with r hr h
      have h1 : k + 1 ≤ r * a i := (div_le_iff₀ (ha i hi)).1 h
      unfold tailRatio primitive
      rw [mul_assoc, ← Real.exp_add]
      exact mul_le_mul_of_nonneg_left
        (Real.exp_le_exp.2 (by nlinarith [mul_le_mul_of_nonneg_right h1 hr])) (pow_nonneg hr _)
  have h : Tendsto (fun r => ∑ i ∈ s, c i * tailRatio k (primitive (n i) (a i)) r) atTop
      (𝓝 (∑ i ∈ s, c i * 0)) :=
    tendsto_finsetSum s fun i hi => (hp i hi).const_mul (c i)
  simp only [mul_zero, Finset.sum_const_zero] at h
  refine h.congr fun r => ?_
  simp only [tailRatio, contraction, Finset.sum_mul, mul_assoc]
```

The statement requires `0 < a i` for every term and allows any real `k`. In the proof, `hp` treats one primitive: `squeeze_zero'` traps its ratio between 0 and r^n exp(-r), with the threshold (k + 1)/a_i appearing as an `eventually_ge_atTop` condition. Then `tendsto_finsetSum` adds the limits, and the last lines identify the sum of ratios with the ratio of the sum.

```lean
/-- At large distance the absolute value of a Gaussian contraction with positive exponents lies
below any given positive multiple `ε` of the tail `exp(-k r)`. -/
theorem contraction_undershoots {ι : Type*} (s : Finset ι) (c : ι → ℝ) (n : ι → ℕ)
    (a : ι → ℝ) (ha : ∀ i ∈ s, 0 < a i) (k : ℝ) {ε : ℝ} (hε : 0 < ε) :
    ∀ᶠ r in atTop, |contraction s c n a r| < ε * Real.exp (-(k * r)) := by
  have h := (contraction_tailRatio_tendsto s c n a ha k).eventually (Metric.ball_mem_nhds 0 hε)
  filter_upwards [h] with r hr
  rw [Real.dist_eq, sub_zero, tailRatio, abs_mul,
    abs_of_pos (Real.exp_pos _)] at hr
  rw [Real.exp_neg, ← div_eq_mul_inv, lt_div_iff₀ (Real.exp_pos _)]
  exact hr
```

The quantifier `∀ᶠ r in atTop` means "for all r beyond some radius". The theorem gives no estimate of that radius, which depends on the contraction and on `ε`. The proof reads the limit as |g(r)| exp(k r) < ε and divides by the exponential.

## Logarithmic slope and the matched exponent

```lean
/-- Away from the origin the primitive has logarithmic slope `n/R - 2aR`. -/
theorem hasDerivAt_primitive (n : ℕ) (a : ℝ) {R : ℝ} (hR : R ≠ 0) :
    HasDerivAt (primitive n a) ((n / R - 2 * a * R) * primitive n a R) R := by
  have h1 : HasDerivAt (fun r : ℝ => -a * r ^ 2) (-(2 * a * R)) R :=
    ((hasDerivAt_pow 2 R).const_mul (-a)).congr_deriv (by norm_num; ring)
  have hp : (n : ℝ) * R ^ (n - 1) = n / R * R ^ n := by
    cases n with
    | zero => simp
    | succ m =>
      rw [Nat.add_sub_cancel, pow_succ]
      field_simp
  refine HasDerivAt.congr_deriv (f := primitive n a) ((hasDerivAt_pow n R).mul h1.exp) ?_
  simp only [primitive]
  rw [hp]
  ring
```

`HasDerivAt` says that the derivative exists and has the given value, here the logarithmic slope times the primitive. The proof is the product rule. The auxiliary identity `hp` rewrites n R^(n-1) as (n/R) R^n, with n = 0 handled separately.

```lean
/-- The logarithmic slope `n/R - 2aR` equals `-k` exactly for the exponent
`a = (kR + n)/(2R²)`. -/
theorem log_slope_eq_iff (n : ℕ) (a k : ℝ) {R : ℝ} (hR : R ≠ 0) :
    -k = n / R - 2 * a * R ↔ a = (k * R + n) / (2 * R ^ 2) := by
  have hn : (n : ℝ) / R * R = n := div_mul_cancel₀ _ hR
  rw [eq_div_iff (by positivity)]
  constructor
  · intro h
    linear_combination R * h + hn
  · intro h
    apply mul_right_cancel₀ hR
    linear_combination h - hn
```

This is the algebra of the matching condition, valid for any nonzero `R`. One direction multiplies the slope equation by `R`, and the other cancels `R`.

```lean
/-- With the exponent matched at `R > 0`, the ratio of the primitive to the tail at any `r ≥ 0` is
at most its value at `R` times the Gaussian `exp(-a (r - R)²)`. -/
theorem matched_tailRatio_le (n : ℕ) {a k R r : ℝ} (hR : 0 < R) (hr : 0 ≤ r)
    (ha : a = (k * R + n) / (2 * R ^ 2)) :
    tailRatio k (primitive n a) r ≤
      tailRatio k (primitive n a) R * Real.exp (-a * (r - R) ^ 2) := by
  have hm := (log_slope_eq_iff n a k hR.ne').2 ha
  have e : (r - R) / R * R = r - R := div_mul_cancel₀ _ hR.ne'
  -- the power is bounded by the exponential tangent to it at `R`
  have h1 : r ≤ R * Real.exp ((r - R) / R) := by
    calc r = R * ((r - R) / R + 1) := by linear_combination -e
      _ ≤ R * Real.exp ((r - R) / R) :=
        mul_le_mul_of_nonneg_left (Real.add_one_le_exp _) hR.le
  have h2 := pow_le_pow_left₀ hr h1 n
  rw [mul_pow, ← Real.exp_nat_mul] at h2
  -- completing the square in the exponent
  have h3 : n * ((r - R) / R) + -a * r ^ 2 + k * r
      = -a * R ^ 2 + k * R + -a * (r - R) ^ 2 := by
    linear_combination (-(r - R)) * hm
  have h4 := congrArg Real.exp h3
  simp only [Real.exp_add] at h4
  unfold tailRatio primitive
  calc r ^ n * Real.exp (-a * r ^ 2) * Real.exp (k * r)
      ≤ R ^ n * Real.exp (n * ((r - R) / R)) * Real.exp (-a * r ^ 2) * Real.exp (k * r) := by
        gcongr
    _ = R ^ n * Real.exp (-a * R ^ 2) * Real.exp (k * R) * Real.exp (-a * (r - R) ^ 2) := by
        linear_combination R ^ n * h4
```

This is the bound Q(r) ≤ Q(R) exp(-a(r - R)²), for all r ≥ 0. The steps follow the derivation: `h1` is the exponential bound on r, `h2` its n-th power, and `h3` completes the square, using the matching condition `hm` to remove the linear term. The final `calc` assembles them.

## The peak sits at R exactly for the matched exponent

```lean
/-- For `k > 0`, the ratio of a primitive to the tail `exp(-k r)` has its strict maximum over `r >
0` at the radius `R` if and only if the exponent is `a = (kR + n)/(2R²)`. -/
theorem tailRatio_peak_iff (n : ℕ) (a : ℝ) {k R : ℝ} (hk : 0 < k) (hR : 0 < R) :
    (∀ r, 0 < r → r ≠ R → tailRatio k (primitive n a) r < tailRatio k (primitive n a) R) ↔
      a = (k * R + n) / (2 * R ^ 2) := by
  have hpos : 0 < tailRatio k (primitive n a) R := by
    unfold tailRatio primitive
    positivity
  constructor
  · intro h
    -- the derivative of the ratio vanishes at an interior maximum
    have hmax : IsLocalMax (tailRatio k (primitive n a)) R := by
      filter_upwards [lt_mem_nhds hR] with r hr
      by_cases hrR : r = R
      · rw [hrR]
      · exact (h r hr hrR).le
    have h1 : HasDerivAt (fun r : ℝ => k * r) k R := by
      simpa using (hasDerivAt_id' R).const_mul k
    have hd : HasDerivAt (tailRatio k (primitive n a))
        ((n / R - 2 * a * R + k) * tailRatio k (primitive n a) R) R := by
      refine HasDerivAt.congr_deriv (f := tailRatio k (primitive n a))
        ((hasDerivAt_primitive n a hR.ne').mul h1.exp) ?_
      simp only [tailRatio]
      ring
    have h0 := (mul_eq_zero.1 (hmax.hasDerivAt_eq_zero hd)).resolve_right hpos.ne'
    exact (log_slope_eq_iff n a k hR.ne').1 (by linarith)
  · intro ha r hr hrR
    have ha0 : 0 < a := by
      rw [ha]
      positivity
    have hne : r - R ≠ 0 := sub_ne_zero.2 hrR
    have hsq : 0 < (r - R) ^ 2 := by positivity
    have hexp : Real.exp (-a * (r - R) ^ 2) < 1 :=
      Real.exp_lt_one_iff.2 (by nlinarith [mul_pos ha0 hsq])
    exact (matched_tailRatio_le n hR hr.le ha).trans_lt
      (by nlinarith [mul_pos hpos (sub_pos.2 hexp)])
```

The left side of the equivalence says that every positive r other than `R` gives a strictly smaller ratio. No sign is assumed for `a`; in the converse direction its positivity follows from the formula.

For the forward direction, `hmax` turns the assumption into a local maximum, `hd` computes the derivative, and `hpos` lets the nonzero factor be cancelled. For the converse, `hexp` shows that the Gaussian factor in the preceding bound is below 1 when r ≠ R.

The theorem locates the maximum of a ratio. It does not say that this exponent minimises an energy or a least-squares error. For diffuse functions in anion calculations, it links an exponent to the radius where that function follows the tail, within a model of one primitive and one pure exponential.

```lean
/-- For `a > 0`, `exp(k r - a r²)` is strictly largest at `r = k/(2a)`. -/
theorem gaussian_peak {a k r : ℝ} (ha : 0 < a) (hr : r ≠ k / (2 * a)) :
    Real.exp (k * r - a * r ^ 2) <
      Real.exp (k * (k / (2 * a)) - a * (k / (2 * a)) ^ 2) := by
  have hb : k / (2 * a) * (2 * a) = k := div_mul_cancel₀ _ (by positivity)
  generalize k / (2 * a) = b at hb hr ⊢
  have hne : r - b ≠ 0 := sub_ne_zero.2 hr
  have hsq : 0 < a * (r - b) ^ 2 := by positivity
  apply Real.exp_lt_exp.2
  rw [← hb]
  nlinarith [hsq]
```

For a pure Gaussian the comparison extends to all real r, and `k` may have any sign. With b = k/(2a), the two exponents differ by a(r - b)², which is positive for r ≠ b; `nlinarith` finishes from that fact.

## The exact Gaussian profile and its window

```lean
/-- For the primitive with `n = 0` and exponent `k/(2R)`, the ratio to the tail is its value at `R`
times `exp(-(k/(2R)) (r - R)²)`. -/
theorem matched_gaussian_ratio (k r : ℝ) {R : ℝ} (hR : 0 < R) :
    tailRatio k (primitive 0 (k / (2 * R))) r =
      tailRatio k (primitive 0 (k / (2 * R))) R * Real.exp (-(k / (2 * R)) * (r - R) ^ 2) := by
  have hb : k / (2 * R) * (2 * R) = k := div_mul_cancel₀ _ (by positivity)
  generalize k / (2 * R) = b at hb ⊢
  simp only [tailRatio, primitive, pow_zero, one_mul, ← Real.exp_add]
  congr 1
  linear_combination (R - r) * hb
```

This is the equality for n = 0, with R > 0 and any real k. After the exponentials are combined, `congr 1` reduces the claim to an identity between exponents, which follows from (k/(2R))·2R = k.

```lean
/-- The ratio of the matched Gaussian to the tail is at least a fraction `η` of its value at `R`
exactly when `(r - R)² ≤ 2R log(1/η)/k`. -/
theorem matched_gaussian_window {k R η : ℝ} (r : ℝ) (hk : 0 < k) (hR : 0 < R) (hη : 0 < η) :
    η * tailRatio k (primitive 0 (k / (2 * R))) R ≤ tailRatio k (primitive 0 (k / (2 * R))) r ↔
      (r - R) ^ 2 ≤ 2 * R * Real.log (1 / η) / k := by
  have hA : 0 < tailRatio k (primitive 0 (k / (2 * R))) R := by
    unfold tailRatio primitive
    positivity
  rw [matched_gaussian_ratio k r hR, mul_comm η]
  have hcancel : ∀ A E : ℝ, 0 < A → (A * η ≤ A * E ↔ η ≤ E) := fun A E h =>
    ⟨fun h' => le_of_mul_le_mul_left h' h, fun h' => mul_le_mul_of_nonneg_left h' h.le⟩
  have hform : -(k / (2 * R)) * (r - R) ^ 2 = -(k * (r - R) ^ 2) / (2 * R) := by ring
  rw [hcancel _ _ hA, ← Real.log_le_iff_le_exp hη, hform, le_div_iff₀ (by positivity),
    one_div, Real.log_inv, le_div_iff₀ hk]
  constructor <;> intro h <;> linarith

end

end GaussianAnionTail
```

The theorem assumes that `k`, `R` and `η` are positive. The window is an equivalence, so it gives the exact set of radii and not just an estimate. For `η` = 1 it contains only r = R, and for `η` > 1 it is empty, as the logarithm is then negative. The variable `r` ranges over all reals, so a wide window may include negative values, which have to be discarded for a physical radius. The proof inserts the Gaussian profile, cancels the positive peak value through `hcancel`, and takes logarithms.

```lean
#print axioms GaussianAnionTail.matched_tailRatio_le
-- 'GaussianAnionTail.matched_tailRatio_le' depends on axioms: [propext, Classical.choice, Quot.sound]
#print axioms GaussianAnionTail.tailRatio_peak_iff
-- 'GaussianAnionTail.tailRatio_peak_iff' depends on axioms: [propext, Classical.choice, Quot.sound]
#print axioms GaussianAnionTail.gaussian_peak
-- 'GaussianAnionTail.gaussian_peak' depends on axioms: [propext, Classical.choice, Quot.sound]
#print axioms GaussianAnionTail.matched_gaussian_window
-- 'GaussianAnionTail.matched_gaussian_window' depends on axioms: [propext, Classical.choice, Quot.sound]
```
